# Rotating real qubit amplitudes by a right angle gives an orthogonal state

The declaration `real_qubit_not` concerns a qubit whose two amplitudes are real, and the channel with the single Kraus operator K = `!![0, -1; 1, 0]`, a rotation of the amplitudes by a right angle. It states that K†K = 1, so the channel preserves the trace, and that the overlap ⟨v, ρ v⟩ vanishes when ρ is the image of the pure state v v†. The vector v need not be normalised; when it is, this overlap is the probability of finding the output in the input state. The attempt checks the first part entry by entry. For the second it proves v · Kv = 0 as `h0`, uses `overlap_krausMap` to turn the overlap into a sum of squared moduli, and leaves the rest to `simp [h0]`.

This version doesn't compile in Lean 4 with Mathlib:

```lean
import Mathlib

open Matrix
open scoped ComplexOrder

namespace NoUniversalNot

noncomputable section

variable {n ι : Type*} [Fintype n] [DecidableEq n] [Fintype ι]

/-- The matrix `v v†` of the pure state with amplitudes `v`. -/
def pureState (v : n → ℂ) : Matrix n n ℂ := vecMulVec v (star v)

/-- The Kraus map `ρ ↦ ∑ K ρ K†`. -/
def krausMap (K : ι → Matrix n n ℂ) (ρ : Matrix n n ℂ) : Matrix n n ℂ :=
  ∑ k, K k * ρ * (K k)ᴴ

/-- The overlap `⟨v, ρ v⟩` of a state `ρ` with the vector `v`. -/
def overlap (v : n → ℂ) (ρ : Matrix n n ℂ) : ℂ := star v ⬝ᵥ (ρ *ᵥ v)

omit [DecidableEq n] in
/-- The overlap of `v` with the pure state of `w` is `⟨v, w⟩⟨w, v⟩`. -/
theorem overlap_pureState (v w : n → ℂ) :
    overlap v (pureState w) = (star v ⬝ᵥ w) * (star w ⬝ᵥ v) := by
  simp only [overlap, pureState, mulVec, dotProduct, vecMulVec_apply]
  rw [Finset.sum_mul_sum]
  refine Finset.sum_congr rfl fun i _ => ?_
  rw [Finset.mul_sum]
  exact Finset.sum_congr rfl fun j _ => by ring

omit [DecidableEq n] in
/-- The overlap of a pure state with its image under a Kraus map is the sum of
the squared moduli of the expectation values `⟨v, K v⟩`. -/
theorem overlap_krausMap (K : ι → Matrix n n ℂ) (v : n → ℂ) :
    overlap v (krausMap K (pureState v)) =
      ((∑ k, Complex.normSq (star v ⬝ᵥ (K k *ᵥ v)) : ℝ) : ℂ) := by
  -- the overlap is additive in the state
  let F : Matrix n n ℂ →+ ℂ :=
    { toFun := fun M => star v ⬝ᵥ (M *ᵥ v)
      map_zero' := by simp
      map_add' := fun A B => by rw [Matrix.add_mulVec, dotProduct_add] }
  have hF : overlap v (krausMap K (pureState v)) =
      ∑ k, overlap v (K k * pureState v * (K k)ᴴ) :=
    map_sum F (fun k => K k * pureState v * (K k)ᴴ) Finset.univ
  rw [hF, Complex.ofReal_sum]
  refine Finset.sum_congr rfl fun k _ => ?_
  -- each Kraus operator sends a pure state to an unnormalised pure state
  have hk : K k * pureState v * (K k)ᴴ = pureState (K k *ᵥ v) := by
    rw [pureState, pureState, Matrix.mul_vecMulVec, Matrix.vecMulVec_mul,
      Matrix.star_mulVec]
  have hs : star (K k *ᵥ v) ⬝ᵥ v = star (star v ⬝ᵥ (K k *ᵥ v)) :=
    Matrix.star_dotProduct _ _
  rw [hk, overlap_pureState, hs]
  exact Complex.mul_conj _

/-- For qubits with real amplitudes a NOT channel exists: one rotation by a right
angle is trace preserving and sends each such state to an orthogonal one. -/
theorem real_qubit_not :
    (∑ _k : Unit, (!![0, -1; 1, 0] : Matrix (Fin 2) (Fin 2) ℂ)ᴴ * !![0, -1; 1, 0]) = 1 ∧
      ∀ v : Fin 2 → ℂ, star v = v →
        overlap v (krausMap (fun _ : Unit => !![0, -1; 1, 0]) (pureState v)) = 0 := by
  constructor
  · ext i j
    fin_cases i <;> fin_cases j <;> simp [Matrix.mul_apply, Fin.sum_univ_succ]
  · intro v hv
    have h0 : v ⬝ᵥ ((!![0, -1; 1, 0] : Matrix (Fin 2) (Fin 2) ℂ) *ᵥ v) = 0 := by
      simp only [dotProduct, Matrix.mulVec, Fin.sum_univ_two, Matrix.of_apply,
        Matrix.cons_val_zero, Matrix.cons_val_one]
      ring
    rw [overlap_krausMap, hv]
    simp [h0]

end

end NoUniversalNot
```

Lean reports:

```
Main.lean:66:2: error: unsolved goals
case right
v : Fin 2 → ℂ
hv : star v = v
h0 : v ⬝ᵥ !![0, -1; 1, 0] *ᵥ v = 0
⊢ -(vecHead v * vecHead (vecTail v)) + vecHead (vecTail v) * vecHead v = 0
Main.lean:72:10: warning: This simp argument is unused:
  h0

Hint: Omit it from the simp argument list.
  [apply] simp

Note: This linter can be disabled with `set_option linter.unusedSimpArgs false`
```

What went wrong. The error says that the second part is still open after `simp [h0]`, and the warning says that `h0` was never used. The two have one cause. `h0` applies only where `v ⬝ᵥ !![0, -1; 1, 0] *ᵥ v` stands whole, but `simp` simplifies inner terms first, and its default lemmas multiply out the explicit matrix. By the time `simp` could have tried `h0`, the product was written in the components `vecHead v` and `vecHead (vecTail v)`, and `h0` no longer matched. What remains is -(ab) + ba = 0, which is true, but `simp` did not close it.

The repair uses `simp only`, whose list has no lemma that expands the matrix product. `h0` now matches and replaces the dot product by 0. Then `map_zero` gives `Complex.normSq 0 = 0`, `Finset.sum_const_zero` makes the sum of zeros 0, and `Complex.ofReal_zero` turns the real 0 into the complex one, which closes the goal.

After these edits no error is left:

```diff
@@ -70,5 +70,5 @@
       ring
     rw [overlap_krausMap, hv]
-    simp [h0]
+    simp only [h0, map_zero, Finset.sum_const_zero, Complex.ofReal_zero]
 
 end
```
